# How the leading error of a time step adds up under composition with real weights

Two half steps of a first-order splitting scheme reach the right final time, but together they are still only a first-order scheme. Longer sequences of rescaled steps can fail in the same way: the step lengths add up to the full step, each step costs work, and the order does not rise. To choose the lengths well, one needs to know what happens to the leading error when steps are multiplied.

Let $H$ generate the exact evolution $\exp(tH)$. In quantum mechanics $H=-i\hat H/\hbar$, so the letter stands for the generator and not for the Hamiltonian $\hat H$. An approximate step $S(t)$ has the leading error $t^pC$. Here $C$ is what the scheme gets wrong at the first order where it fails, typically a combination of commutators. The results below apply to splitting propagators for a time-independent Hamiltonian in a finite basis, at the level of Taylor coefficients.

## Steps as power series in time

The elements $H$ and $C$ lie in a real algebra $A$, which need not be commutative; complex matrices are an example.

```lean
import Mathlib

open Finset

namespace HigherOrderComposition

noncomputable section

variable {A : Type*} [Ring A] [Algebra ℝ A]
```

A step is a formal power series in $t$ with coefficients in $A$, and $F_n$ denotes the coefficient of $t^n$ in $F$. The exact propagator has coefficients $H^n/n!$.

```lean
/-- The exact propagator `exp(tH)` as a formal power series in the time `t`. -/
def propagator (H : A) : PowerSeries A :=
  PowerSeries.mk fun n => ((n.factorial : ℝ)⁻¹) • H ^ n
```

Running a step for time $ct$, with $c$ real, multiplies its $n$-th coefficient by $c^n$. Negative $c$ means a step backwards in time.

```lean
/-- The series `S(ct)`: the step `S` taken with its time rescaled by `c`. -/
def atTime (c : ℝ) (S : PowerSeries A) : PowerSeries A :=
  PowerSeries.mk fun n => c ^ n • PowerSeries.coeff n S
```

The error term has a single nonzero coefficient at most, namely $C$ at order $p$.

```lean
/-- The single term `t^p C`. -/
def errorTerm (p : ℕ) (C : A) : PowerSeries A :=
  PowerSeries.mk fun n => if n = p then C else 0
```

Write $F\equiv G$ when $F_n=G_n$ for all $n\le p$, that is, modulo $t^{p+1}$. In the usual terminology, a step with error $t^pC$, $C\neq0$, has order $p-1$.

```lean
/-- Two series agree modulo `t^(p+1)`: their coefficients coincide up to order `p`. -/
def AgreeTo (p : ℕ) (F G : PowerSeries A) : Prop :=
  ∀ n ≤ p, PowerSeries.coeff n F = PowerSeries.coeff n G
```

The composition multiplies the rescaled steps in the order of the list $w_1,\dots,w_m$. Acting on a state vector, the last factor is applied first.

```lean
/-- The composition `S(w₁t) S(w₂t) ⋯ S(w_mt)`, in this order. -/
def compose (w : List ℝ) (S : PowerSeries A) : PowerSeries A :=
  (w.map fun c => atTime c S).prod
```

Passing from equal coefficients to an error bound at a finite time step takes an estimate of the Taylor remainder, which the hypotheses do not supply. For unbounded operators that estimate also involves questions of domain.

## (a) Agreement survives multiplication

Show that $F\equiv F'$ and $G\equiv G'$ imply
$$FG\equiv F'G'.$$

For $n\le p$,
$$(FG)_n=\sum_{i+j=n}F_iG_j .$$
Both indices are at most $n\le p$, so $F_i=F'_i$ and $G_j=G'_j$ in every term. The Lean proof compares the two sums term by term, and `omega` supplies the index bounds.

```lean
omit [Algebra ℝ A] in
/-- Agreement modulo `t^(p+1)` is preserved by products. -/
theorem AgreeTo.mul {p : ℕ} {F F' G G' : PowerSeries A}
    (hF : AgreeTo p F F') (hG : AgreeTo p G G') : AgreeTo p (F * G) (F' * G') := by
  intro n hn
  rw [PowerSeries.coeff_mul, PowerSeries.coeff_mul]
  refine Finset.sum_congr rfl fun x hx => ?_
  have h : x.1 + x.2 = n := by simpa using hx
  rw [hF x.1 (by omega), hG x.2 (by omega)]
```

## (b) The group law, coefficient by coefficient

Show that for real $a,b$
$$\exp(atH)\exp(btH)=\exp((a+b)tH).$$

The coefficient of $t^n$ on the left is
$$\sum_{i+j=n}\frac{a^ib^j}{i!\,j!}H^{i+j}=\frac{1}{n!}\sum_{i+j=n}\binom{n}{i}a^ib^j\,H^n=\frac{(a+b)^n}{n!}H^n .$$
This is an equality at all orders. In Lean, `add_pow'` expands the binomial, `hc` is the identity $\binom{i+j}{i}\,i!\,j!=(i+j)!$, and `field_simp` clears the factorials.

```lean
/-- Group law of the exact propagator: `exp(atH) exp(btH) = exp((a+b)tH)`. -/
theorem propagator_mul (H : A) (a b : ℝ) :
    atTime a (propagator H) * atTime b (propagator H) = atTime (a + b) (propagator H) := by
  ext n
  rw [PowerSeries.coeff_mul]
  simp only [atTime, propagator, PowerSeries.coeff_mk]
  -- compare with the binomial expansion of `(a + b)^n`
  rw [(Commute.all a b).add_pow', Finset.sum_smul]
  refine Finset.sum_congr rfl fun x hx => ?_
  obtain ⟨i, j⟩ := x
  have h : i + j = n := by simpa using hx
  subst h
  have hc : ((i + j).choose i : ℝ) * i.factorial * j.factorial = (i + j).factorial := by
    have h := Nat.choose_mul_factorial_mul_factorial (Nat.le_add_right i j)
    rw [Nat.add_sub_cancel_left] at h
    exact_mod_cast h
  have hi : (i.factorial : ℝ) ≠ 0 := by exact_mod_cast i.factorial_ne_zero
  have hj : (j.factorial : ℝ) ≠ 0 := by exact_mod_cast j.factorial_ne_zero
  have hb : ((i + j).choose i : ℝ) ≠ 0 := by
    exact_mod_cast (Nat.choose_pos (Nat.le_add_right i j)).ne'
  simp only [smul_smul, smul_mul_smul_comm, ← pow_add, nsmul_eq_mul]
  congr 1
  rw [← hc]
  field_simp
```

## (c) A series to the left of the error term

Show that for any series $F$
$$F\cdot t^pC\equiv t^p\,F_0C.$$

A term of the product at order $n\le p$ pairs $F_i$ with the coefficient of $t^pC$ at order $j=n-i$. It can be nonzero only if $j=p$, which forces $n=p$ and $i=0$. The surviving term is $F_0C$. Lean keeps the pair $(0,n)$ through `Finset.sum_eq_single`; for $n<p$ this term vanishes too.

```lean
omit [Algebra ℝ A] in
/-- Up to order `p`, a series multiplying `t^p C` from the left acts only through its
constant coefficient. -/
theorem mul_errorTerm {p : ℕ} (F : PowerSeries A) (C : A) :
    AgreeTo p (F * errorTerm p C) (errorTerm p (PowerSeries.coeff 0 F * C)) := by
  intro n hn
  rw [PowerSeries.coeff_mul, Finset.sum_eq_single (0, n)]
  · simp only [errorTerm, PowerSeries.coeff_mk, mul_ite, mul_zero]
  · rintro ⟨i, j⟩ hx hne
    have h : i + j = n := by simpa using hx
    have hj : j ≠ p := fun e => hne (Prod.ext (by simp only; omega) (by simp only; omega))
    simp only [errorTerm, PowerSeries.coeff_mk, if_neg hj, mul_zero]
  · intro h
    exact (h (by simp)).elim
```

## (d) A series to the right of the error term

Show that
$$t^pC\cdot F\equiv t^p\,CF_0.$$

The argument is the mirror image, with $(n,0)$ as the pair that is kept. The factors cannot simply be swapped to reduce this to (c), because elements of $A$ need not commute.

```lean
omit [Algebra ℝ A] in
/-- Up to order `p`, a series multiplying `t^p C` from the right acts only through its
constant coefficient. -/
theorem errorTerm_mul {p : ℕ} (F : PowerSeries A) (C : A) :
    AgreeTo p (errorTerm p C * F) (errorTerm p (C * PowerSeries.coeff 0 F)) := by
  intro n hn
  rw [PowerSeries.coeff_mul, Finset.sum_eq_single (n, 0)]
  · simp only [errorTerm, PowerSeries.coeff_mk, ite_mul, zero_mul]
  · rintro ⟨i, j⟩ hx hne
    have h : i + j = n := by simpa using hx
    have hi : i ≠ p := fun e => hne (Prod.ext (by simp only; omega) (by simp only; omega))
    simp only [errorTerm, PowerSeries.coeff_mk, if_neg hi, zero_mul]
  · intro h
    exact (h (by simp)).elim
```

## (e) The leading error of the whole composition

Let $p\ge1$ and $S(t)\equiv\exp(tH)+t^pC$. Show that for every finite list of real weights
$$S(w_1t)\cdots S(w_mt)\equiv\exp\Big(\sum_k w_k\,tH\Big)+\Big(\sum_k w_k^p\Big)t^pC .$$

Rescaling the hypothesis gives $S(ct)\equiv\exp(ctH)+c^pt^pC$. Now use induction on the list. The empty product is $1=\exp(0)$, with no error.

For a list that begins with $c$, let $s$ be the sum of the remaining weights and $q$ the sum of their $p$-th powers. By (a), the composition agrees with
$$\big[\exp(ctH)+c^pt^pC\big]\big[\exp(stH)+q\,t^pC\big].$$
By (b), this product equals
$$\exp((c+s)tH)+\exp(ctH)\,q\,t^pC+c^pt^pC\,\big[\exp(stH)+q\,t^pC\big].$$
The series $\exp(ctH)$ has constant coefficient $1$. So does the last bracket, because $p\ge1$ keeps the error term out of order zero. By (c) and (d), the two error terms become $q\,t^pC$ and $c^pt^pC$, and their sum is $(c^p+q)t^pC$.

In Lean, `step` is the rescaled hypothesis, `ih` the induction hypothesis, and `h0` and `h1` are the two constant coefficients. The final `module` adds the scalars in front of $C$.

For two half steps with $p=2$, the factor is $\tfrac14+\tfrac14=\tfrac12$: the leading error is halved and the order stays the same.

```lean
/-- If `S(t) = exp(tH) + t^p C` modulo `t^(p+1)` with `p ≥ 1`, then
`S(w₁t) ⋯ S(w_mt) = exp((∑ w_k)tH) + (∑ w_k^p) t^p C` modulo `t^(p+1)`. -/
theorem compose_agree {p : ℕ} (hp : 1 ≤ p) {S : PowerSeries A} {H C : A}
    (hS : AgreeTo p S (propagator H + errorTerm p C)) (w : List ℝ) :
    AgreeTo p (compose w S)
      (atTime w.sum (propagator H) + errorTerm p ((w.map fun c => c ^ p).sum • C)) := by
  induction w with
  | nil =>
    intro n hn
    simp only [compose, List.map_nil, List.prod_nil, List.sum_nil, zero_smul, map_add, atTime,
      propagator, errorTerm, PowerSeries.coeff_mk, PowerSeries.coeff_one]
    rcases n with _ | n <;> simp
  | cons c w ih =>
    -- one rescaled step
    have step : AgreeTo p (atTime c S)
        (atTime c (propagator H) + errorTerm p (c ^ p • C)) := by
      intro n hn
      have h := hS n hn
      simp only [errorTerm, map_add, PowerSeries.coeff_mk] at h
      simp only [atTime, errorTerm, map_add, PowerSeries.coeff_mk, h, smul_add]
      by_cases e : n = p
      · subst e
        simp
      · simp [e]
    have h0 (a : ℝ) : PowerSeries.coeff 0 (atTime a (propagator H)) = 1 := by
      simp only [atTime, propagator, PowerSeries.coeff_mk]
      simp
    have h1 (a : ℝ) (D : A) :
        PowerSeries.coeff 0 (atTime a (propagator H) + errorTerm p D) = 1 := by
      rw [map_add, h0, errorTerm, PowerSeries.coeff_mk, if_neg (by omega), add_zero]
    have e : compose (c :: w) S = atTime c S * compose w S := by simp [compose]
    intro n hn
    -- multiply out; the error terms pass through the other factors unchanged
    rw [e, step.mul ih n hn, add_mul, mul_add (atTime c (propagator H)), propagator_mul]
    simp only [List.sum_cons, List.map_cons, map_add]
    rw [mul_errorTerm _ _ n hn, errorTerm_mul _ _ n hn, h0, h1, one_mul, mul_one]
    simp only [errorTerm, PowerSeries.coeff_mk]
    split_ifs <;> module
```

## (f) Weights that remove the leading error

Under the same assumptions, let $\sum_k w_k=1$ and $\sum_k w_k^p=0$. Show that
$$S(w_1t)\cdots S(w_mt)\equiv\exp(tH).$$

Insert both sums into (e): the exponential becomes $\exp(tH)$ and the error term vanishes. The Lean proof makes the same substitution with `rw`.

In the smallest case, $p=1$, the two conditions contradict each other and the statement is empty. A step that is already wrong at first order in $t$ has the wrong generator, and composing rescaled copies of it with weights that sum to $1$ does not repair it.

```lean
/-- For `p ≥ 1` and a step with error `t^p C` modulo `t^(p+1)`, weights with `∑ w_k = 1` and
`∑ w_k^p = 0` give a composition that equals `exp(tH)` modulo `t^(p+1)`. -/
theorem order_gain {p : ℕ} (hp : 1 ≤ p) {S : PowerSeries A} {H C : A}
    (hS : AgreeTo p S (propagator H + errorTerm p C)) {w : List ℝ} (hw : w.sum = 1)
    (hz : (w.map fun c => c ^ p).sum = 0) : AgreeTo p (compose w S) (propagator H) := by
  intro n hn
  rw [compose_agree hp hS w n hn, hw, hz, zero_smul]
  simp only [map_add, atTime, errorTerm, PowerSeries.coeff_mk, one_pow, one_smul, ite_self,
    add_zero]
```

## (g) Even powers leave no real solution

Let $p\ge1$ be even, $C\ne0$ and $\sum_k w_k=1$, with $S$ as before. Show that
$$S(w_1t)\cdots S(w_mt)\not\equiv\exp(tH).$$

Suppose the two sides agreed. By (e), comparing the coefficients of $t^p$ gives
$$\frac{H^p}{p!}+\Big(\sum_k w_k^p\Big)C=\frac{H^p}{p!},$$
so $\big(\sum_k w_k^p\big)C=0$. Since $C\neq0$, the sum vanishes. Its terms are non-negative, so every $w_k$ is zero, which contradicts $\sum_k w_k=1$.

In Lean, `hz` is the vanishing sum, and `key` proves by induction on the list that a vanishing sum of even powers forces the sum of the weights to vanish.

The same step $S$ is used throughout. Sequences that mix $S$ with a second scheme, such as the one with the factors in reverse order, are a different problem.

```lean
/-- For even `p ≥ 2` and a step whose error `t^p C` has `C ≠ 0`, no real weights with
`∑ w_k = 1` make the composition equal to `exp(tH)` modulo `t^(p+1)`. -/
theorem no_gain_of_even {p : ℕ} (hp : 1 ≤ p) (he : Even p) {S : PowerSeries A} {H C : A}
    (hC : C ≠ 0) (hS : AgreeTo p S (propagator H + errorTerm p C)) {w : List ℝ}
    (hw : w.sum = 1) : ¬ AgreeTo p (compose w S) (propagator H) := by
  intro g
  -- the coefficient of `t^p` forces the sum of the powers to vanish
  have h := (compose_agree hp hS w p le_rfl).symm.trans (g p le_rfl)
  rw [hw, map_add, atTime, errorTerm, PowerSeries.coeff_mk, PowerSeries.coeff_mk, if_pos rfl,
    one_pow, one_smul] at h
  have hz := (smul_eq_zero.mp (add_left_cancel (h.trans (add_zero _).symm))).resolve_right hC
  -- a sum of even powers is non-negative, and if it vanishes, so does the sum of the weights
  have key : ∀ v : List ℝ, 0 ≤ (v.map fun c => c ^ p).sum ∧
      ((v.map fun c => c ^ p).sum = 0 → v.sum = 0) := by
    intro v
    induction v with
    | nil => simp
    | cons a v ih =>
      have ha : 0 ≤ a ^ p := he.pow_nonneg a
      simp only [List.map_cons, List.sum_cons]
      refine ⟨add_nonneg ha ih.1, fun h => ?_⟩
      have h0 : a = 0 := by
        by_contra hne
        exact pow_ne_zero p hne (by linarith [ih.1])
      rw [h0, ih.2 (by linarith [ih.1]), add_zero]
  linarith [(key w).2 hz]
```

## (h) The triple jump

Let $p>1$ be odd, let $r$ be real with $r^p=2$, and let $S$ be as before. Set $a=1/(2-r)$ and $b=-r/(2-r)$. Show that
$$S(at)\,S(bt)\,S(at)\equiv\exp(tH).$$

The denominator is nonzero, since $r=2$ would give $r^p=2^p>2$. The conditions of (f) hold:
$$2a+b=\frac{2-r}{2-r}=1,\qquad 2a^p+b^p=\frac{2-r^p}{(2-r)^p}=0 .$$
The second uses $(-r)^p=-r^p$ for odd $p$. Lean proves $2-r\ne0$ as `h2`, applies `order_gain`, and checks the two sums with `linear_combination` and `ring`.

For $p=3$, $r\approx1.2599$, so $a\approx1.3512$ and $b\approx-1.7024$. The weights sum to $1$, while $2a^3\approx4.934$ and $b^3\approx-4.934$ cancel. The middle step runs backwards in time.

The theorem gives agreement through $t^3$ here, hence order at least three. The fourth order usually quoted for the triple jump relies on a time-symmetric $S$, a property that is not assumed.

```lean
/-- Triple jump: for odd `p > 1`, `r^p = 2` and a step with error `t^p C` modulo `t^(p+1)`, the
weights `1/(2-r), -r/(2-r), 1/(2-r)` give `exp(tH)` modulo `t^(p+1)`. -/
theorem triple_jump {p : ℕ} (hp : 1 < p) (ho : Odd p) {r : ℝ} (hr : r ^ p = 2)
    {S : PowerSeries A} {H C : A} (hS : AgreeTo p S (propagator H + errorTerm p C)) :
    AgreeTo p (compose [(2 - r)⁻¹, -r * (2 - r)⁻¹, (2 - r)⁻¹] S) (propagator H) := by
  have h2 : 2 - r ≠ 0 := by
    intro h
    have e : r = 2 := by linarith
    have hlt : (2 : ℝ) ^ 1 < 2 ^ p := pow_lt_pow_right₀ (by norm_num) hp
    rw [e] at hr
    linarith
  have ha : (2 - r) * (2 - r)⁻¹ = 1 := mul_inv_cancel₀ h2
  apply order_gain hp.le hS
  · simp only [List.sum_cons, List.sum_nil]
    linear_combination ha
  · simp only [List.map_cons, List.map_nil, List.sum_cons, List.sum_nil, neg_mul, ho.neg_pow,
      mul_pow, hr]
    ring
```

## (i) The Lie–Trotter step as an instance

Show that for all $X,Y\in A$, modulo $t^3$,
$$\exp(tX)\exp(tY)\equiv\exp(t(X+Y))+\frac{t^2}{2}(XY-YX).$$

Orders zero and one agree: both sides have $1$ and $X+Y$. At order two the difference of the exponentials is
$$\frac{X^2}{2}+XY+\frac{Y^2}{2}-\frac{(X+Y)^2}{2}=\frac{XY-YX}{2}.$$
Lean treats the three orders separately through `interval_cases n`, and `module` closes the last.

This step therefore satisfies the hypothesis of (e) with $p=2$, $H=X+Y$ and $C=\tfrac12(XY-YX)$. If $X$ and $Y$ are the kinetic and potential parts of the generator in a finite basis and do not commute, then by (g) no composition of this step alone, with real weights that sum to $1$, raises its order.

```lean
/-- The Lie–Trotter step satisfies
`exp(tX) exp(tY) = exp(t(X+Y)) + t² (XY - YX)/2` modulo `t³`. -/
theorem lie_trotter_witness (X Y : A) :
    AgreeTo 2 (propagator X * propagator Y)
      (propagator (X + Y) + errorTerm 2 ((2 : ℝ)⁻¹ • (X * Y - Y * X))) := by
  intro n hn
  simp only [PowerSeries.coeff_mul, Finset.Nat.sum_antidiagonal_eq_sum_range_succ_mk, map_add,
    propagator, errorTerm, PowerSeries.coeff_mk]
  interval_cases n
  · simp
  · simp [Finset.sum_range_succ, add_comm]
  · simp [Finset.sum_range_succ, Nat.factorial]
    simp only [pow_two, add_mul, mul_add]
    module

end

end HigherOrderComposition
```

```lean
#print axioms HigherOrderComposition.no_gain_of_even
#print axioms HigherOrderComposition.triple_jump
```

```
'HigherOrderComposition.no_gain_of_even' depends on axioms: [propext, Classical.choice, Quot.sound]
'HigherOrderComposition.triple_jump' depends on axioms: [propext, Classical.choice, Quot.sound]
```
